# Below the two-photon resonance, the two-state SHG hyperpolarizability exceeds its static value in magnitude

In the undamped two-state model of second-harmonic generation, the hyperpolarizability is, up to a convention factor, μ²Δμ times a sum of three dispersion terms in the excitation energy E and the photon energy w. The failing theorem, `static_beta_overestimated`, says that for real, nonzero μ and Δμ and for 0 < 2w < E, its magnitude at w is strictly larger than at zero frequency, with μ, Δμ and E held fixed. The proof shows that the dispersion sum is positive at zero frequency and strictly larger at w. It then tries to pull the common positive factor |μ²Δμ| out of both absolute values and compare what is left.

An attempt in Lean 4 with a fault in it:

```lean
import Mathlib

open Filter Topology

namespace StaticBetaOverestimated

noncomputable section

/-- The two-state dispersion sum for second-harmonic generation, with excitation energy `E`
and photon energy `w`; its domain is `E ≠ ±w`, `E ≠ ±2w`. -/
def shgDispersion (E w : ℝ) : ℝ :=
  1 / ((E - 2 * w) * (E - w)) + 1 / ((E + w) * (E - w)) + 1 / ((E + 2 * w) * (E + w))

/-- The two-state hyperpolarizability, up to a numerical convention factor, with transition
dipole `μ` and dipole difference `Δμ`; its domain is that of the dispersion sum. -/
def twoStateBeta (μ Δμ E w : ℝ) : ℝ := μ ^ 2 * Δμ * shgDispersion E w

/-- Below the two-photon resonance the excitation energy and both resonance factors
are positive. -/
theorem resonance_factors_pos {E w : ℝ} (hw : 0 ≤ w) (h : 2 * w < E) :
    0 < E ∧ 0 < E ^ 2 - 4 * w ^ 2 ∧ 0 < E ^ 2 - w ^ 2 := by
  refine ⟨by linarith, ?_, ?_⟩
  · have := mul_pos (show 0 < E - 2 * w by linarith) (show 0 < E + 2 * w by linarith)
    nlinarith
  · have := mul_pos (show 0 < E - w by linarith) (show 0 < E + w by linarith)
    nlinarith

/-- Away from the one- and two-photon resonances, the three terms combine into
`3E² / ((E² - 4w²)(E² - w²))`. -/
theorem shgDispersion_eq {E w : ℝ} (h2 : E ^ 2 - 4 * w ^ 2 ≠ 0) (h1 : E ^ 2 - w ^ 2 ≠ 0) :
    shgDispersion E w = 3 * E ^ 2 / ((E ^ 2 - 4 * w ^ 2) * (E ^ 2 - w ^ 2)) := by
  -- no single linear factor vanishes
  have a : E - 2 * w ≠ 0 := fun h => h2 (by linear_combination (E + 2 * w) * h)
  have b : E + 2 * w ≠ 0 := fun h => h2 (by linear_combination (E - 2 * w) * h)
  have c : E - w ≠ 0 := fun h => h1 (by linear_combination (E + w) * h)
  have d : E + w ≠ 0 := fun h => h1 (by linear_combination (E - w) * h)
  have e2 : E ^ 2 - 4 * w ^ 2 = (E - 2 * w) * (E + 2 * w) := by ring
  have e1 : E ^ 2 - w ^ 2 = (E - w) * (E + w) := by ring
  rw [e2, e1]
  unfold shgDispersion
  field_simp
  ring

/-- For nonzero excitation energy, the static dispersion sum times `E²` is three. -/
theorem shgDispersion_static {E : ℝ} (hE : E ≠ 0) : E ^ 2 * shgDispersion E 0 = 3 := by
  have h : E ^ 2 * (1 / (E * E)) = 1 := by field_simp
  simp only [shgDispersion, mul_zero, sub_zero, add_zero]
  linear_combination 3 * h

/-- Between zero frequency and the two-photon resonance, the dispersion sum grows strictly
with photon energy. -/
theorem shgDispersion_lt {E w₁ w₂ : ℝ} (h0 : 0 ≤ w₁) (h : w₁ < w₂) (h2 : 2 * w₂ < E) :
    shgDispersion E w₁ < shgDispersion E w₂ := by
  obtain ⟨hE, hA₁, hB₁⟩ := resonance_factors_pos h0 (show 2 * w₁ < E by linarith)
  obtain ⟨_, hA₂, hB₂⟩ := resonance_factors_pos (h0.trans h.le) h2
  have hsq : w₁ ^ 2 < w₂ ^ 2 := by nlinarith
  rw [shgDispersion_eq hA₁.ne' hB₁.ne', shgDispersion_eq hA₂.ne' hB₂.ne']
  -- both resonance factors shrink as the frequency rises
  exact div_lt_div_of_pos_left (by positivity) (mul_pos hA₂ hB₂)
    (mul_lt_mul'' (by linarith) (by linarith) hA₂.le hB₂.le)

/-- For nonzero transition dipole and dipole difference, the magnitude of the two-state
hyperpolarizability at `0 < 2w < E` is strictly larger than its static magnitude. -/
theorem static_beta_overestimated {μ Δμ E w : ℝ} (hμ : μ ≠ 0) (hΔ : Δμ ≠ 0)
    (hw : 0 < w) (h : 2 * w < E) :
    |twoStateBeta μ Δμ E 0| < |twoStateBeta μ Δμ E w| := by
  have hE : E ≠ 0 := by linarith [hw] |> fun (h' : 0 < E) => h'.ne'
  have hs := shgDispersion_static hE
  have h0 : 0 < shgDispersion E 0 := by
    by_contra hn
    nlinarith [mul_nonneg (sq_nonneg E) (neg_nonneg.2 (not_lt.1 hn))]
  have hlt := shgDispersion_lt le_rfl hw h
  have hp : 0 < |μ ^ 2 * Δμ| := abs_pos.2 (mul_ne_zero (pow_ne_zero 2 hμ) hΔ)
  rw [twoStateBeta, twoStateBeta, abs_mul, abs_mul, abs_of_pos h0, abs_of_pos (h0.trans hlt)]
  exact mul_lt_mul_of_pos_left hlt hp

end

end StaticBetaOverestimated
```

Compiling this gives:

```
Main.lean:74:67: error: Tactic `rewrite` failed: Did not find an occurrence of the pattern
  |shgDispersion E w|
in the target expression
  |μ ^ 2| * |Δμ| * shgDispersion E 0 < |μ ^ 2 * Δμ * shgDispersion E w|

μ Δμ E w : ℝ
hμ : μ ≠ 0
hΔ : Δμ ≠ 0
hw : 0 < w
h : 2 * w < E
hE : E ≠ 0
hs : E ^ 2 * shgDispersion E 0 = 3
h0 : 0 < shgDispersion E 0
hlt : shgDispersion E 0 < shgDispersion E w
hp : 0 < |μ ^ 2 * Δμ|
⊢ |μ ^ 2| * |Δμ| * shgDispersion E 0 < |μ ^ 2 * Δμ * shgDispersion E w|
```

Diagnosis. The error says that `rw` was looking for `|shgDispersion E w|` and the goal did not contain it. The first `abs_mul` splits the left-hand side into `|μ ^ 2 * Δμ| * |shgDispersion E 0|`, as intended. The second, also given without arguments, takes the first absolute value of a product it meets. That is the new factor `|μ ^ 2 * Δμ|`, which becomes `|μ ^ 2| * |Δμ|`, while the right-hand side stays whole. The last rewrite, with `abs_of_pos (h0.trans hlt)`, therefore has nothing to act on.

The repair gives each `abs_mul` its two factors explicitly, so that one splits the left-hand side and the other the right. The prefactor `|μ ^ 2 * Δμ|` stays intact on both sides, which is the form the closing `mul_lt_mul_of_pos_left hlt hp` needs.

The change to `hE` is mere tidying: Lean reported no error there, and the new line takes the positivity of `E` from `resonance_factors_pos`.

The change, after which it compiles:

```diff
@@ -65,5 +65,5 @@
     (hw : 0 < w) (h : 2 * w < E) :
     |twoStateBeta μ Δμ E 0| < |twoStateBeta μ Δμ E w| := by
-  have hE : E ≠ 0 := by linarith [hw] |> fun (h' : 0 < E) => h'.ne'
+  have hE : E ≠ 0 := (resonance_factors_pos hw.le h).1.ne'
   have hs := shgDispersion_static hE
   have h0 : 0 < shgDispersion E 0 := by
@@ -72,5 +72,6 @@
   have hlt := shgDispersion_lt le_rfl hw h
   have hp : 0 < |μ ^ 2 * Δμ| := abs_pos.2 (mul_ne_zero (pow_ne_zero 2 hμ) hΔ)
-  rw [twoStateBeta, twoStateBeta, abs_mul, abs_mul, abs_of_pos h0, abs_of_pos (h0.trans hlt)]
+  rw [twoStateBeta, twoStateBeta, abs_mul (μ ^ 2 * Δμ) (shgDispersion E 0),
+    abs_mul (μ ^ 2 * Δμ) (shgDispersion E w), abs_of_pos h0, abs_of_pos (h0.trans hlt)]
   exact mul_lt_mul_of_pos_left hlt hp
 
```
